# Residual bounds on charge and energy errors in charge equilibration with positive hardness for neutral displacements

## How far are unconverged charges from the exact ones?

Take two atoms with hardnesses $J_1, J_2$ and Coulomb coupling $K$, where $J_1+J_2-2K>0$. If my trial charges have the right total but put an excess $\delta$ on atom 1 and $-\delta$ on atom 2, the energy derivatives $g_1,g_2$ with respect to the two charges differ by

$$g_1-g_2=(J_1+J_2-2K)\,\delta .$$

So I can read off the error $\delta$ without knowing the exact charges. For many atoms I would expect the same mechanism to give a bound: charge error at most $|r|/a$ and energy error at most $|r|^2/(2a)$, where $r$ is the energy gradient with its mean removed and $a>0$ is a lower bound on the eigenvalues of the hardness matrix, which has the atomic hardnesses on its diagonal and the Coulomb couplings off it. Can this be made rigorous and machine-checked?

## The residual divided by a hardness bound

Yes, and the hardness bound is needed only for displacements that conserve the total charge. Let $\chi$ be the electronegativities, $A$ the real symmetric hardness matrix, and

$$E(q)=\chi\cdot q+\tfrac12\,q\cdot Aq .$$

Let $q$ minimise $E$ among charges of total $Q$, and let $p$ be trial charges with the same total. Write $r(p)$ for $\chi+Ap$ with its mean over the atoms removed. Assume $a>0$ and $v\cdot Av\ge a|v|^2$ for every neutral $v$, meaning $\sum_i v_i=0$.

**Neutral displacements ignore the mean.** If $d$ is neutral and $g$ has mean $\bar g$, then $\sum_i d_i(g_i-\bar g)=d\cdot g-\bar g\sum_i d_i=d\cdot g$.

**The residual vanishes at the minimum.** Since $A$ is symmetric,

$$E(q+d)=E(q)+d\cdot(\chi+Aq)+\tfrac12\,d\cdot Ad .$$

Put $s=r(q)$, which is neutral, and take $d=-ts$. Minimality gives $t|s|^2\le\tfrac12t^2k$ for all real $t$, with $k=s\cdot As\ge0$. At $t=|s|^2/(k+1)$ the left side is $t^2(k+1)$, so $t=0$ and $s=0$. Conversely, if $r(q)=0$, the linear term vanishes for neutral $d$ and the quadratic term is non-negative, so $q$ is a minimiser.

**The error identities.** Let $d=p-q$ and $r=r(p)$. Then $d\cdot(\chi+Aq)=0$, hence

$$d\cdot r=d\cdot(\chi+Aq)+d\cdot Ad=d\cdot Ad,\qquad E(p)-E(q)=\tfrac12\,d\cdot Ad=\tfrac12\,d\cdot r .$$

**The bounds.** The hardness bound gives $a^2|d|^2\le a\,d\cdot r$. Expanding $|r-ad|^2\ge0$ gives

$$2a\,d\cdot r\le|r|^2+a^2|d|^2\le|r|^2+a\,d\cdot r ,$$

so $a\,d\cdot r\le|r|^2$. Therefore $a^2|d|^2\le|r|^2$, which is the charge bound, and $\tfrac12\,d\cdot r\le|r|^2/(2a)$, which is the energy bound.

## What the Lean theorem says

The finite, nonempty type `ι` labels the atoms, and a charge vector is a function `ι → ℝ`. The definitions `energy` and `residual` are $E$ and $r$ above. `euclidNorm` is defined explicitly because Mathlib's default norm on `ι → ℝ` is the maximum norm.

`IsEquilibrated chi A Q q` says that `q` has total charge `Q` and minimises the energy at that total. `HardnessBound A a` is the inequality on neutral vectors; a bound for all vectors implies it. For $a>0$ it says physically that moving charge between atoms always costs energy at second order. This is assumed, not derived from a Coulomb kernel, and it fails for two atoms when $2K\ge J_1+J_2$.

`charge_and_energy_error_le` states both bounds, for symmetric $A$ and $a>0$ satisfying `HardnessBound A a`. `existsUnique_isEquilibrated` shows that the exact charges exist and are unique for every `Q`, and `error_bounds_sharp` shows that both bounds are equalities when $A$ is $a$ times the identity. The model is quadratic, with fixed $\chi$ and $A$ and exact real arithmetic; trial charges with the wrong total are not covered.

```lean
import Mathlib

open Matrix

namespace ChargeEquilibrationError

noncomputable section

variable {ι : Type*} [Fintype ι]

/-- Charge-equilibration energy `chi·q + ½ q·Aq` with electronegativities `chi` and
hardness matrix `A`. -/
def energy (chi : ι → ℝ) (A : Matrix ι ι ℝ) (q : ι → ℝ) : ℝ :=
  chi ⬝ᵥ q + (1 / 2) * (q ⬝ᵥ A *ᵥ q)

/-- A vector with its mean over the atoms removed. -/
def meanFree (g : ι → ℝ) : ι → ℝ := fun i => g i - (∑ j, g j) / (Fintype.card ι : ℝ)

/-- The residual of trial charges `q`: the mean-free part of `chi + A q`, which is the energy
gradient when `A` is symmetric. -/
def residual (chi : ι → ℝ) (A : Matrix ι ι ℝ) (q : ι → ℝ) : ι → ℝ :=
  meanFree (chi + A *ᵥ q)

/-- Euclidean norm of a vector of atomic quantities. -/
def euclidNorm (v : ι → ℝ) : ℝ := √(v ⬝ᵥ v)

/-- The hardness matrix is bounded below by `a` on every neutral charge displacement. -/
def HardnessBound (A : Matrix ι ι ℝ) (a : ℝ) : Prop :=
  ∀ v : ι → ℝ, ∑ i, v i = 0 → a * (v ⬝ᵥ v) ≤ v ⬝ᵥ A *ᵥ v

/-- The charges `q` minimise the energy among all charges of total charge `Q`. -/
def IsEquilibrated (chi : ι → ℝ) (A : Matrix ι ι ℝ) (Q : ℝ) (q : ι → ℝ) : Prop :=
  ∑ i, q i = Q ∧ ∀ p : ι → ℝ, ∑ i, p i = Q → energy chi A q ≤ energy chi A p

private lemma dot_self_nonneg (v : ι → ℝ) : 0 ≤ v ⬝ᵥ v :=
  Finset.sum_nonneg fun i _ => mul_self_nonneg (v i)

private lemma sum_meanFree [Nonempty ι] (g : ι → ℝ) : ∑ i, meanFree g i = 0 := by
  have hn : (Fintype.card ι : ℝ) ≠ 0 := Nat.cast_ne_zero.mpr Fintype.card_ne_zero
  have h : (Fintype.card ι : ℝ) * ((∑ j, g j) / (Fintype.card ι : ℝ)) = ∑ j, g j := by
    field_simp
  simp only [meanFree, Finset.sum_sub_distrib, Finset.sum_const, Finset.card_univ,
    nsmul_eq_mul]
  rw [h, sub_self]

private lemma eq_zero_of_quadratic {s k : ℝ} (hk : 0 ≤ k)
    (h : ∀ t : ℝ, t * s ≤ t ^ 2 / 2 * k) : s = 0 := by
  have hk1 : k + 1 ≠ 0 := by positivity
  have hsu : s = s / (k + 1) * (k + 1) := by field_simp
  have h2 := h (s / (k + 1))
  generalize s / (k + 1) = u at hsu h2
  rw [hsu] at h2
  have h3 : u ^ 2 ≤ 0 := by nlinarith [mul_nonneg (sq_nonneg u) hk]
  have h4 : u = 0 := pow_eq_zero_iff (two_ne_zero) |>.mp (le_antisymm h3 (sq_nonneg u))
  rw [hsu, h4, zero_mul]

/-- A neutral charge displacement has the same dot product with a gradient as with the
mean-free part of that gradient. -/
theorem neutral_dot_meanFree {d : ι → ℝ} (hd : ∑ i, d i = 0) (g : ι → ℝ) :
    d ⬝ᵥ meanFree g = d ⬝ᵥ g := by
  simp only [dotProduct, meanFree, mul_sub, Finset.sum_sub_distrib, ← Finset.sum_mul, hd,
    zero_mul, sub_zero]

/-- Exact second-order expansion of the energy about the charges `q`. -/
theorem energy_add {A : Matrix ι ι ℝ} (hA : A.IsSymm) (chi q d : ι → ℝ) :
    energy chi A (q + d)
      = energy chi A q + d ⬝ᵥ (chi + A *ᵥ q) + (1 / 2) * (d ⬝ᵥ A *ᵥ d) := by
  have hs : q ⬝ᵥ A *ᵥ d = d ⬝ᵥ A *ᵥ q := by
    rw [Matrix.dotProduct_mulVec, ← Matrix.mulVec_transpose, hA.eq, dotProduct_comm]
  simp only [energy, Matrix.mulVec_add, dotProduct_add, add_dotProduct]
  linear_combination (1 / 2) * hs + dotProduct_comm chi d

/-- For a symmetric hardness matrix with a non-negative hardness bound, charges minimise the energy
at total charge `Q` exactly when they have that total charge and their residual vanishes. -/
theorem isEquilibrated_iff [Nonempty ι] {A : Matrix ι ι ℝ} {a : ℝ} (hA : A.IsSymm)
    (ha : 0 ≤ a) (h : HardnessBound A a) (chi : ι → ℝ) (Q : ℝ) (q : ι → ℝ) :
    IsEquilibrated chi A Q q ↔ ∑ i, q i = Q ∧ residual chi A q = 0 := by
  constructor
  · rintro ⟨hq, hmin⟩
    refine ⟨hq, ?_⟩
    have hr0 : ∑ i, residual chi A q i = 0 := sum_meanFree _
    have hrg : residual chi A q ⬝ᵥ (chi + A *ᵥ q) = residual chi A q ⬝ᵥ residual chi A q :=
      (neutral_dot_meanFree hr0 _).symm
    generalize residual chi A q = r at hr0 hrg ⊢
    have hk : 0 ≤ r ⬝ᵥ A *ᵥ r := le_trans (mul_nonneg ha (dot_self_nonneg r)) (h r hr0)
    -- a step against the residual cannot lower the energy
    refine dotProduct_self_eq_zero.mp (eq_zero_of_quadratic hk fun t => ?_)
    have h1 := hmin (q + (-t) • r) (by
      simp only [Pi.add_apply, Pi.smul_apply, smul_eq_mul, Finset.sum_add_distrib,
        ← Finset.mul_sum, hq, hr0, mul_zero, add_zero])
    rw [energy_add hA] at h1
    simp only [Matrix.mulVec_smul, smul_dotProduct, dotProduct_smul, smul_eq_mul, hrg] at h1
    linarith
  · rintro ⟨hq, hr⟩
    refine ⟨hq, fun p hp => ?_⟩
    have hd : ∑ i, (p - q) i = 0 := by simp [Finset.sum_sub_distrib, hp, hq]
    have h0 : (p - q) ⬝ᵥ (chi + A *ᵥ q) = 0 := by
      rw [← neutral_dot_meanFree hd]
      change (p - q) ⬝ᵥ residual chi A q = 0
      rw [hr, dotProduct_zero]
    have e := energy_add hA chi q (p - q)
    rw [add_sub_cancel, h0] at e
    have h1 := h _ hd
    have h2 := mul_nonneg ha (dot_self_nonneg (p - q))
    linarith

/-- For equilibrated charges `q` and trial charges `p` of the same total charge with residual `r`,
the charge error `d = p - q` satisfies `d·r = d·Ad`, and the energy error is `½ d·Ad`. -/
theorem error_identities [Nonempty ι] {A : Matrix ι ι ℝ} {a Q : ℝ} {chi q p : ι → ℝ}
    (hA : A.IsSymm) (ha : 0 ≤ a) (h : HardnessBound A a)
    (hq : IsEquilibrated chi A Q q) (hp : ∑ i, p i = Q) :
    (p - q) ⬝ᵥ residual chi A p = (p - q) ⬝ᵥ A *ᵥ (p - q) ∧
      energy chi A p - energy chi A q = (1 / 2) * ((p - q) ⬝ᵥ A *ᵥ (p - q)) := by
  obtain ⟨hQ, hr⟩ := (isEquilibrated_iff hA ha h chi Q q).mp hq
  have hd : ∑ i, (p - q) i = 0 := by simp [Finset.sum_sub_distrib, hp, hQ]
  have h0 : (p - q) ⬝ᵥ (chi + A *ᵥ q) = 0 := by
    rw [← neutral_dot_meanFree hd]
    change (p - q) ⬝ᵥ residual chi A q = 0
    rw [hr, dotProduct_zero]
  constructor
  · have h3 : (p - q) ⬝ᵥ residual chi A p = (p - q) ⬝ᵥ (chi + A *ᵥ p) :=
      neutral_dot_meanFree hd _
    have h4 : A *ᵥ p = A *ᵥ q + A *ᵥ (p - q) := by
      rw [← Matrix.mulVec_add, add_sub_cancel]
    rw [h3, h4, ← add_assoc, dotProduct_add, h0, zero_add]
  · have e := energy_add hA chi q (p - q)
    rw [add_sub_cancel, h0] at e
    linarith

/-- For a symmetric hardness matrix with a positive hardness bound, every total charge has exactly
one vector of equilibrated charges. -/
theorem existsUnique_isEquilibrated [Nonempty ι] {A : Matrix ι ι ℝ} {a : ℝ} (hA : A.IsSymm)
    (ha : 0 < a) (h : HardnessBound A a) (chi : ι → ℝ) (Q : ℝ) :
    ∃! q, IsEquilibrated chi A Q q := by
  have hn : (Fintype.card ι : ℝ) ≠ 0 := Nat.cast_ne_zero.mpr Fintype.card_ne_zero
  have hdef : ∀ v : ι → ℝ, ∑ i, v i = 0 → v ⬝ᵥ A *ᵥ v = 0 → v = 0 := fun v hv h1 => by
    have h2 := h v hv
    have h3 := dot_self_nonneg v
    exact dotProduct_self_eq_zero.mp (le_antisymm (by nlinarith) h3)
  -- one linear map encodes both the stationarity condition and the total charge
  obtain ⟨T, hT⟩ : ∃ T : (ι → ℝ) →ₗ[ℝ] (ι → ℝ),
      ∀ v i, T v i = meanFree (A *ᵥ v) i + ∑ j, v j :=
    ⟨{ toFun := fun v i => meanFree (A *ᵥ v) i + ∑ j, v j
       map_add' := fun v w => by
        ext i
        simp only [meanFree, Matrix.mulVec_add, Pi.add_apply, Finset.sum_add_distrib]
        ring
       map_smul' := fun c v => by
        ext i
        simp only [meanFree, Matrix.mulVec_smul, Pi.smul_apply, smul_eq_mul,
          ← Finset.mul_sum, RingHom.id_apply]
        ring }, fun _ _ => rfl⟩
  have hsum : ∀ v, ∑ i, T v i = (Fintype.card ι : ℝ) * ∑ j, v j := fun v => by
    simp only [hT, Finset.sum_add_distrib, sum_meanFree, zero_add, Finset.sum_const,
      Finset.card_univ, nsmul_eq_mul]
  have hinj : Function.Injective T := by
    rw [injective_iff_map_eq_zero]
    intro v hv
    have hv0 : ∑ j, v j = 0 := by
      have h1 := hsum v
      rw [hv] at h1
      simp only [Pi.zero_apply, Finset.sum_const_zero] at h1
      exact (mul_eq_zero.mp h1.symm).resolve_left hn
    have hm : meanFree (A *ᵥ v) = 0 := by
      ext i
      have h1 := hT v i
      rw [hv, hv0, add_zero] at h1
      exact h1.symm
    have h1 := neutral_dot_meanFree hv0 (A *ᵥ v)
    rw [hm, dotProduct_zero] at h1
    exact hdef v hv0 h1.symm
  obtain ⟨q, hq⟩ := LinearMap.injective_iff_surjective.mp hinj (fun i => Q - meanFree chi i)
  have hQ : ∑ j, q j = Q := by
    have h1 := hsum q
    rw [hq] at h1
    simp only [Finset.sum_sub_distrib, sum_meanFree, Finset.sum_const, Finset.card_univ,
      nsmul_eq_mul, sub_zero] at h1
    exact (mul_left_cancel₀ hn h1).symm
  have hr : residual chi A q = 0 := by
    ext i
    have h1 : Q - meanFree chi i = meanFree (A *ᵥ q) i + ∑ j, q j :=
      (congrFun hq i).symm.trans (hT q i)
    have h2 : residual chi A q i = meanFree chi i + meanFree (A *ᵥ q) i := by
      simp only [residual, meanFree, Pi.add_apply, Finset.sum_add_distrib]
      ring
    rw [h2, Pi.zero_apply]
    linarith
  have hqe := (isEquilibrated_iff hA ha.le h chi Q q).mpr ⟨hQ, hr⟩
  refine ⟨q, hqe, fun p hp => ?_⟩
  -- two minimisers differ by a neutral displacement of zero energy
  have h1 := (error_identities hA ha.le h hqe hp.1).1
  rw [((isEquilibrated_iff hA ha.le h chi Q p).mp hp).2, dotProduct_zero] at h1
  exact sub_eq_zero.mp (hdef _ (by simp [Finset.sum_sub_distrib, hp.1, hQ]) h1.symm)

/-- For trial charges `p` of the correct total charge with residual `r`, the charge error is at
most `|r|/a` and the energy error is at most `|r|²/(2a)`. -/
theorem charge_and_energy_error_le [Nonempty ι] {A : Matrix ι ι ℝ} {a Q : ℝ}
    {chi q p : ι → ℝ} (hA : A.IsSymm) (ha : 0 < a) (h : HardnessBound A a)
    (hq : IsEquilibrated chi A Q q) (hp : ∑ i, p i = Q) :
    euclidNorm (p - q) ≤ euclidNorm (residual chi A p) / a ∧
      energy chi A p - energy chi A q ≤ euclidNorm (residual chi A p) ^ 2 / (2 * a) := by
  obtain ⟨h1, h2⟩ := error_identities hA ha.le h hq hp
  have hc := h (p - q) (by simp [Finset.sum_sub_distrib, hp, hq.1])
  rw [h2]
  rw [← h1] at hc ⊢
  generalize residual chi A p = r at hc ⊢
  generalize p - q = d at hc ⊢
  -- expand `|r - a d|² ≥ 0`
  have hsq := dot_self_nonneg (r - a • d)
  simp only [sub_dotProduct, dotProduct_sub, smul_dotProduct, dotProduct_smul, smul_eq_mul,
    dotProduct_comm r d] at hsq
  have hac := mul_le_mul_of_nonneg_left hc ha.le
  constructor
  · have h3 : a ^ 2 * (d ⬝ᵥ d) ≤ r ⬝ᵥ r := by linarith
    have h4 := Real.sqrt_le_sqrt h3
    rw [Real.sqrt_mul (sq_nonneg a), Real.sqrt_sq ha.le] at h4
    rw [le_div_iff₀ ha, mul_comm]
    exact h4
  · rw [euclidNorm, Real.sq_sqrt (dot_self_nonneg r), le_div_iff₀ (by positivity)]
    linarith

/-- For the hardness matrix `a·1`, both error bounds are equalities for all trial charges of
the correct total charge. -/
theorem error_bounds_sharp [Nonempty ι] [DecidableEq ι] {a Q : ℝ} {chi q p : ι → ℝ}
    (ha : 0 < a) (hq : IsEquilibrated chi (a • (1 : Matrix ι ι ℝ)) Q q)
    (hp : ∑ i, p i = Q) :
    euclidNorm (p - q) = euclidNorm (residual chi (a • (1 : Matrix ι ι ℝ)) p) / a ∧
      energy chi (a • (1 : Matrix ι ι ℝ)) p - energy chi (a • (1 : Matrix ι ι ℝ)) q
        = euclidNorm (residual chi (a • (1 : Matrix ι ι ℝ)) p) ^ 2 / (2 * a) := by
  have hm : ∀ v : ι → ℝ, (a • (1 : Matrix ι ι ℝ)) *ᵥ v = a • v := fun v => by
    ext i
    simp [Matrix.mulVec, dotProduct, Matrix.smul_apply, Matrix.one_apply]
  have hA : (a • (1 : Matrix ι ι ℝ)).IsSymm := by simp [Matrix.IsSymm]
  have h : HardnessBound (a • (1 : Matrix ι ι ℝ)) a := fun v _ =>
    le_of_eq (by rw [hm, dotProduct_smul, smul_eq_mul])
  obtain ⟨hQ, hr⟩ := (isEquilibrated_iff hA ha.le h chi Q q).mp hq
  -- here the residual is exactly `a` times the charge error
  have hres : residual chi (a • (1 : Matrix ι ι ℝ)) p = a • (p - q) := by
    ext i
    have h0 := congrFun hr i
    simp only [residual, meanFree, hm, Pi.add_apply, Pi.smul_apply, smul_eq_mul,
      Finset.sum_add_distrib, ← Finset.mul_sum, hp, hQ, Pi.zero_apply, Pi.sub_apply] at h0 ⊢
    linarith
  have hnorm : euclidNorm (a • (p - q)) = a * euclidNorm (p - q) := by
    have h3 : (a • (p - q)) ⬝ᵥ (a • (p - q)) = a ^ 2 * ((p - q) ⬝ᵥ (p - q)) := by
      rw [smul_dotProduct, dotProduct_smul, smul_eq_mul, smul_eq_mul]
      ring
    rw [euclidNorm, h3, Real.sqrt_mul (sq_nonneg a), Real.sqrt_sq ha.le, euclidNorm]
  have hne : a ≠ 0 := ha.ne'
  rw [(error_identities hA ha.le h hq hp).2, hres, hnorm, hm, dotProduct_smul, smul_eq_mul]
  constructor
  · field_simp
  · rw [mul_pow, euclidNorm, Real.sq_sqrt (dot_self_nonneg _)]
    field_simp

end

end ChargeEquilibrationError
```

```lean
#print axioms ChargeEquilibrationError.existsUnique_isEquilibrated
-- 'ChargeEquilibrationError.existsUnique_isEquilibrated' depends on axioms: [propext, Classical.choice, Quot.sound]
#print axioms ChargeEquilibrationError.charge_and_energy_error_le
-- 'ChargeEquilibrationError.charge_and_energy_error_le' depends on axioms: [propext, Classical.choice, Quot.sound]
#print axioms ChargeEquilibrationError.error_bounds_sharp
-- 'ChargeEquilibrationError.error_bounds_sharp' depends on axioms: [propext, Classical.choice, Quot.sound]
```

## How the proof follows the algebra

`neutral_dot_meanFree` and `energy_add` are the fact about neutral displacements and the energy expansion. `eq_zero_of_quadratic` makes the choice of $t$, and `isEquilibrated_iff` uses it with the step `(-t) • r` to turn minimality into a vanishing residual. `error_identities`, which assumes that $A$ is symmetric and satisfies a hardness bound with $a\ge0$, applies the expansion at `q` with displacement `p - q`.

In the main theorem, `hc` is the hardness bound rewritten as $a|d|^2\le d\cdot r$, and `hsq` is the expanded square. `linarith` combines them, and monotonicity of the square root gives the charge bound.

For existence, the linear map $T$ adds $\sum_j v_j$ to each component of the mean-free part of $Av$. If $Tv=0$, summing the components shows that $v$ is neutral; then $v\cdot Av=0$, so $v=0$. An injective linear map from a finite-dimensional space to itself is surjective, so $Tq=Q-\text{(mean-free part of }\chi)$ has a solution, the right side being taken componentwise. Summing the components gives total charge $Q$, and what remains is $r(q)=0$. Two minimisers differ by a neutral $d$ with $d\cdot Ad=0$, so they coincide. In the sharpness theorem, `hres` shows that the residual is exactly $a(p-q)$.

## Stopping a solver and perturbing the electronegativities

In an iterative solver for this quadratic model, the bound turns a charge tolerance $\tau$ into a stopping test: keep the total charge fixed, compute `g = chi + A @ p`, subtract its mean, and stop once the norm is at most $a\tau$. The energy error is then at most $a\tau^2/2$. Any positive lower bound on the eigenvalues of $A$ is a valid $a$. If there is none, a positive $a$ that satisfies the hardness bound on neutral vectors still suffices.

The same argument also bounds the response to a change in electronegativities, for instance an error in values predicted by a machine-learned model. If $q'$ is the minimiser for $\chi'$ with the same $A$ and $Q$, its residual with respect to $\chi$ is the mean-free part of $\chi-\chi'$. Hence $|q'-q|$ is at most the norm of that mean-free part divided by $a$, a corollary that the file does not state.
